# A logarithmic bracket for the Chebyshev degree that brings $R/T_m(x)$ down to a tolerance

The Chebyshev polynomial $T_m$ is taken here to be the polynomial itself, evaluated at a real point, and not a formula in cosines or hyperbolic cosines. The cosine formula with a real angle covers only $[-1,1]$, whereas a Chebyshev filter gets its strength from the values at $x>1$. The growth of $T_m$ there is therefore derived from the three-term recurrence.

For $x>1$, a residual size $R>0$ and a tolerance $\mathrm{tol}>0$, the question is which degrees $m$ give $R/T_m(x)\le\mathrm{tol}$. With $a=\operatorname{arcosh}x$, $m\ge\log(2R/\mathrm{tol})/a$ is sufficient and $m\ge\log(R/\mathrm{tol})/a$ is necessary.

In Lean 4 with Mathlib:

```lean
import Mathlib

open Finset

namespace ChebyshevFilterDegree

noncomputable section
```

`cheb m x` is Mathlib's polynomial of degree $m$, with $m$ a natural number, evaluated at $x$.

```lean
/-- The value `T_m(x)` of the Chebyshev polynomial of degree `m` at a real point. -/
def cheb (m : ℕ) (x : ℝ) : ℝ := (Polynomial.Chebyshev.T ℝ (m : ℤ)).eval x
```

The inverse hyperbolic cosine is given by its logarithmic formula, $\operatorname{arcosh}x=\log\bigl(x+\sqrt{x^2-1}\bigr)$.

```lean
/-- The inverse hyperbolic cosine, `log (x + √(x² - 1))`. -/
def arcosh (x : ℝ) : ℝ := Real.log (x + Real.sqrt (x ^ 2 - 1))
```

## The filter and the amplitudes it acts on

Let the unwanted energies lie in the window $[c-w,c+w]$, with $w>0$, and let a wanted energy $\mu$ lie below it. The map $E\mapsto(c-E)/w$ sends the window to $[-1,1]$ and $\mu$ to $x=(c-\mu)/w>1$. The filter, scaled to equal one at $\mu$, is
$$f_m(E)=\frac{T_m((c-E)/w)}{T_m((c-\mu)/w)}.$$

```lean
/-- The Chebyshev filter of degree `m` for the unwanted window `[c - w, c + w]`,
scaled by its value at the energy `μ`, as a function of the energy `E`. -/
def chebFilter (c w μ : ℝ) (m : ℕ) (E : ℝ) : ℝ :=
  cheb m ((c - E) / w) / cheb m ((c - μ) / w)
```

A vector is represented by its complex amplitudes $u_i$ in an orthonormal eigenbasis of a finite-dimensional Hamiltonian. The filter then multiplies each $u_i$ by $f_m(E_i)$, and the norm is $\|u\|=\bigl(\sum_i|u_i|^2\bigr)^{1/2}$.

```lean
/-- The Euclidean norm of a vector given by its amplitudes in an orthonormal eigenbasis. -/
def ampNorm {ι : Type*} [Fintype ι] (u : ι → ℂ) : ℝ := Real.sqrt (∑ i, ‖u i‖ ^ 2)
```

## Growth outside the interval, boundedness inside

The polynomials satisfy $T_0(y)=1$, $T_1(y)=y$ and $T_{n+2}(y)=2y\,T_{n+1}(y)-T_n(y)$. Adding the expansions of $\cosh((n+1)a+a)$ and $\cosh((n+1)a-a)$ gives
$$\cosh((n+2)a)=2\cosh a\,\cosh((n+1)a)-\cosh(na).$$
Both sequences start with $1$ and $\cosh a$ and obey the same recurrence, so $T_m(\cosh a)=\cosh(ma)$.

```lean
/-- On hyperbolic cosines the Chebyshev polynomial multiplies the argument by its degree:
`T_m(cosh a) = cosh (m a)`. -/
theorem cheb_cosh (m : ℕ) (a : ℝ) : cheb m (Real.cosh a) = Real.cosh (m * a) := by
  induction m using Nat.twoStepInduction with
  | zero => simp [cheb]
  | one => simp [cheb]
  | more n ih0 ih1 =>
    -- the three-term recurrence of the polynomials
    have hrec : cheb (n + 2) (Real.cosh a)
        = 2 * Real.cosh a * cheb (n + 1) (Real.cosh a) - cheb n (Real.cosh a) := by
      have h := Polynomial.Chebyshev.T_add_two ℝ (n : ℤ)
      unfold cheb
      push_cast
      rw [h]
      simp
    -- the same recurrence for the hyperbolic cosine
    have h1 := Real.cosh_add (((n : ℝ) + 1) * a) a
    have h2 := Real.cosh_sub (((n : ℝ) + 1) * a) a
    have e1 : ((n : ℝ) + 2) * a = ((n : ℝ) + 1) * a + a := by ring
    have e2 : (n : ℝ) * a = ((n : ℝ) + 1) * a - a := by ring
    rw [hrec, ih1, ih0]
    push_cast
    rw [e1, e2, h1, h2]
    ring
```

The induction carries two consecutive degrees. `hrec` is the polynomial recurrence, and `h1` and `h2` are the two addition formulas.

To use this at a given $x\ge1$, put $s=\sqrt{x^2-1}$. Since $(x+s)(x-s)=1$, the choice $a=\log(x+s)$ gives $e^{a}=x+s$ and $e^{-a}=x-s$. Half their sum is $\cosh a=x$.

```lean
/-- For `x ≥ 1` the hyperbolic cosine of `arcosh x` is `x`. -/
theorem cosh_arcosh {x : ℝ} (hx : 1 ≤ x) : Real.cosh (arcosh x) = x := by
  have hs : Real.sqrt (x ^ 2 - 1) ^ 2 = x ^ 2 - 1 := Real.sq_sqrt (by nlinarith)
  have hp : 0 < x + Real.sqrt (x ^ 2 - 1) := by
    linarith [Real.sqrt_nonneg (x ^ 2 - 1)]
  have hinv : x - Real.sqrt (x ^ 2 - 1) = (x + Real.sqrt (x ^ 2 - 1))⁻¹ :=
    eq_inv_of_mul_eq_one_left (by linear_combination -hs)
  rw [arcosh, Real.cosh_eq, Real.exp_neg, Real.exp_log hp, ← hinv]
  ring
```

For $x>1$ we have $x+s>1$, so $a>0$ and division by $a$ preserves inequalities.

```lean
/-- For `x > 1` the number `arcosh x` is positive. -/
theorem arcosh_pos {x : ℝ} (hx : 1 < x) : 0 < arcosh x :=
  Real.log_pos (by linarith [Real.sqrt_nonneg (x ^ 2 - 1)])
```

Inside the interval, write $y=\cos\theta$. Then $T_m(y)=\cos(m\theta)$, and hence $|T_m(y)|\le1$.

```lean
/-- On the interval `[-1, 1]` the Chebyshev polynomials are bounded by one in modulus. -/
theorem abs_cheb_le_one (m : ℕ) {y : ℝ} (h1 : -1 ≤ y) (h2 : y ≤ 1) : |cheb m y| ≤ 1 := by
  have h := Polynomial.Chebyshev.T_real_cos (Real.arccos y) (m : ℤ)
  rw [Real.cos_arccos h1 h2] at h
  rw [cheb, h]
  exact Real.abs_cos_le_one _
```

## The bracket

Since $T_m(x)=\cosh(ma)>0$, the target $R/T_m(x)\le\mathrm{tol}$ is the same as $R\le\mathrm{tol}\cosh(ma)$. For $ma\ge0$,
$$\tfrac12e^{ma}\le\cosh(ma)\le e^{ma}.$$
If $m\ge\log(2R/\mathrm{tol})/a$, then $e^{ma}\ge2R/\mathrm{tol}$, and the left bound gives $\mathrm{tol}\cosh(ma)\ge R$. Conversely, if $R\le\mathrm{tol}\cosh(ma)$, the right bound gives $R/\mathrm{tol}\le e^{ma}$, and taking logarithms gives $m\ge\log(R/\mathrm{tol})/a$.

```lean
/-- Bracket for the Chebyshev degree: `m ≥ log(2R/tol)/arcosh x` suffices for
`R/T_m(x) ≤ tol`, and `m ≥ log(R/tol)/arcosh x` is necessary for it. -/
theorem degree_bracket {x R tol : ℝ} (hx : 1 < x) (hR : 0 < R) (ht : 0 < tol) (m : ℕ) :
    (Real.log (2 * R / tol) / arcosh x ≤ m → R / cheb m x ≤ tol) ∧
    (R / cheb m x ≤ tol → Real.log (R / tol) / arcosh x ≤ m) := by
  have ha := arcosh_pos hx
  have hc : cheb m x = Real.cosh (m * arcosh x) := by
    rw [← cheb_cosh, cosh_arcosh hx.le]
  rw [hc, div_le_iff₀ (Real.cosh_pos _)]
  constructor
  · -- `cosh` is at least half the growing exponential
    intro h
    rw [div_le_iff₀ ha] at h
    have h1 := (Real.log_le_iff_le_exp (by positivity)).1 h
    rw [div_le_iff₀ ht] at h1
    rw [Real.cosh_eq]
    nlinarith [mul_pos ht (Real.exp_pos (-(m * arcosh x)))]
  · -- `cosh` is at most the growing exponential
    intro h
    have h0 : 0 ≤ (m : ℝ) * arcosh x := mul_nonneg (Nat.cast_nonneg m) ha.le
    have h1 : Real.exp (-(m * arcosh x)) ≤ Real.exp (m * arcosh x) :=
      Real.exp_le_exp.2 (by linarith)
    rw [div_le_iff₀ ha, Real.log_le_iff_le_exp (by positivity), div_le_iff₀ ht]
    rw [Real.cosh_eq] at h
    nlinarith [mul_le_mul_of_nonneg_left h1 ht.le]
```

The theorem is a conjunction of two implications with different thresholds, which lie $\log2/a$ apart. It assumes $R$ and $\mathrm{tol}$ positive, but not $\mathrm{tol}\le R$. In the proof, `hc` replaces the polynomial by the hyperbolic cosine, and the two `nlinarith` calls supply the left and right exponential bounds.

The factor 2 is easily lost by replacing $\cosh(ma)$ with $e^{ma}$. Take $x=5/4$, so that $a=\log2$, and $R/\mathrm{tol}=2$. Without the factor the estimate is $m=1$, but $T_1(5/4)=5/4$ is less than $2$. With it the estimate is $m=2$, and $T_2(5/4)=17/8$ suffices.

## The exact threshold and the cost of the estimate

When $\mathrm{tol}\le R$, the ratio $R/\mathrm{tol}$ is itself a hyperbolic cosine, that of $\operatorname{arcosh}(R/\mathrm{tol})\ge0$. As $\cosh$ increases on nonnegative arguments,
$$\frac{R}{T_m(x)}\le\mathrm{tol}\iff m\ge\frac{\operatorname{arcosh}(R/\mathrm{tol})}{\operatorname{arcosh}x}.$$

```lean
/-- Exact threshold: for `tol ≤ R`, the degree `m` achieves `R/T_m(x) ≤ tol` if and only if
`m ≥ arcosh(R/tol)/arcosh x`. -/
theorem exact_degree {x R tol : ℝ} (hx : 1 < x) (ht : 0 < tol) (hR : tol ≤ R) (m : ℕ) :
    R / cheb m x ≤ tol ↔ arcosh (R / tol) / arcosh x ≤ m := by
  have ha := arcosh_pos hx
  have hr : 1 ≤ R / tol := (one_le_div ht).2 hR
  have hr0 : 0 ≤ arcosh (R / tol) :=
    Real.log_nonneg (by linarith [Real.sqrt_nonneg ((R / tol) ^ 2 - 1)])
  have h0 : 0 ≤ (m : ℝ) * arcosh x := mul_nonneg (Nat.cast_nonneg m) ha.le
  have hc : cheb m x = Real.cosh (m * arcosh x) := by
    rw [← cheb_cosh, cosh_arcosh hx.le]
  have key : Real.cosh (arcosh (R / tol)) ≤ Real.cosh (m * arcosh x) ↔
      arcosh (R / tol) ≤ m * arcosh x := by
    rw [Real.cosh_le_cosh, abs_of_nonneg hr0, abs_of_nonneg h0]
  rw [hc, div_le_iff₀ (Real.cosh_pos _), div_le_iff₀ ha, ← key, cosh_arcosh hr,
    div_le_iff₀ ht, mul_comm tol]
```

The step `key` is this monotonicity. Mathlib's lemma compares absolute values, which `hr0` and `h0` remove.

The logarithmic estimate, rounded up, can exceed the smallest sufficient degree, but only by a bounded amount. Let $k$ be any sufficient degree. The necessary bound gives $\log(R/\mathrm{tol})/a\le k$, so
$$\left\lceil\frac{\log(2R/\mathrm{tol})}{a}\right\rceil<\frac{\log(R/\mathrm{tol})}{a}+\frac{\log2}{a}+1\le k+\frac{\log2}{a}+1.$$

```lean
/-- The estimate `log(2R/tol)/arcosh x`, rounded up, exceeds any sufficient degree `k`
by less than `log 2/arcosh x + 1`. -/
theorem estimate_overhead {x R tol : ℝ} (hx : 1 < x) (ht : 0 < tol) (hR : tol ≤ R)
    {k : ℕ} (hk : R / cheb k x ≤ tol) :
    (⌈Real.log (2 * R / tol) / arcosh x⌉₊ : ℝ) < k + Real.log 2 / arcosh x + 1 := by
  have hR0 : 0 < R := lt_of_lt_of_le ht hR
  have h1 := (degree_bracket hx hR0 ht k).2 hk
  have h2 : 0 ≤ Real.log (2 * R / tol) / arcosh x :=
    div_nonneg (Real.log_nonneg ((one_le_div ht).2 (by linarith))) (arcosh_pos hx).le
  have h3 := Nat.ceil_lt_add_one h2
  have h4 : Real.log (2 * R / tol) / arcosh x
      = Real.log 2 / arcosh x + Real.log (R / tol) / arcosh x := by
    rw [show 2 * R / tol = 2 * (R / tol) by ring,
      Real.log_mul two_ne_zero (div_pos hR0 ht).ne', add_div]
  linarith
```

This bound on the overhead depends on $x$ but not on the tolerance. It grows as $\mu$ approaches the window, where $a$ tends to zero. For $\mathrm{tol}$ much smaller than $R$ it is loose, because $\operatorname{arcosh}(R/\mathrm{tol})$ is then close to $\log(2R/\mathrm{tol})$.

## Damping a residual in the unwanted window

If every $E_i$ lies in the window, the numerator of $f_m(E_i)$ is at most one in modulus. With $x=(c-\mu)/w$,
$$\sum_i|f_m(E_i)|^2|u_i|^2\le\frac{1}{T_m(x)^2}\sum_i|u_i|^2,$$
and the square root gives $\|f_mu\|\le\|u\|/T_m(x)$.

```lean
/-- If all energies lie in the unwanted window and `μ` lies below it, the filter reduces the
norm of the amplitudes at least by the factor `T_m((c - μ)/w)`. -/
theorem filtered_norm_le {ι : Type*} [Fintype ι] {c w μ : ℝ} (hw : 0 < w) (hμ : μ < c - w)
    (m : ℕ) (E : ι → ℝ) (hE : ∀ i, c - w ≤ E i ∧ E i ≤ c + w) (u : ι → ℂ) :
    ampNorm (fun i => (chebFilter c w μ m (E i) : ℂ) * u i)
      ≤ ampNorm u / cheb m ((c - μ) / w) := by
  have hx : 1 < (c - μ) / w := (one_lt_div hw).2 (by linarith)
  have hT : 0 < cheb m ((c - μ) / w) := by
    rw [← cosh_arcosh hx.le, cheb_cosh]
    exact Real.cosh_pos _
  have hS : 0 ≤ ∑ i, ‖u i‖ ^ 2 := Finset.sum_nonneg fun i _ => sq_nonneg _
  unfold ampNorm
  refine Real.sqrt_le_iff.2 ⟨div_nonneg (Real.sqrt_nonneg _) hT.le, ?_⟩
  rw [div_pow, Real.sq_sqrt hS, Finset.sum_div]
  -- each amplitude is damped separately
  refine Finset.sum_le_sum fun i _ => ?_
  have hy : cheb m ((c - E i) / w) ^ 2 ≤ 1 := by
    have h := abs_cheb_le_one m (y := (c - E i) / w)
      (by rw [le_div_iff₀ hw]; linarith [(hE i).2])
      (by rw [div_le_iff₀ hw]; linarith [(hE i).1])
    exact (sq_le_one_iff_abs_le_one _).2 h
  rw [norm_mul, Complex.norm_real, Real.norm_eq_abs, mul_pow, sq_abs, chebFilter,
    div_pow, div_mul_eq_mul_div]
  exact div_le_div_of_nonneg_right (mul_le_of_le_one_left (sq_nonneg _) hy) (sq_nonneg _)
```

The hypothesis `hE` places all energies in the window, and the proof compares the two sums term by term. Without `hE` the bound fails: take $c=0$, $w=1$, $\mu=-2$ and a single amplitude $u=1$ at $E=-2$. The filter leaves this amplitude at $1$, while for $m=1$ the bound would be $1/2$. To apply the theorem to a trial state, $u$ is therefore taken to be its unwanted part, with $i$ running only over the eigenstates in the window. This part is what is called the residual here; it is not the residual $H\psi-E\psi$ of the eigenvalue equation.

If $\|u\|\le R$ and $m\ge\log(2R/\mathrm{tol})/\operatorname{arcosh}x$, the damping bound and the first half of the bracket combine to
$$\|f_mu\|\le\frac{\|u\|}{T_m(x)}\le\frac{R}{T_m(x)}\le\mathrm{tol}.$$

```lean
/-- A residual of norm at most `R` in the unwanted window is filtered to at most `tol` once
the degree reaches `log(2R/tol)/arcosh((c - μ)/w)`. -/
theorem filtered_norm_le_tol {ι : Type*} [Fintype ι] {c w μ R tol : ℝ} (hw : 0 < w)
    (hμ : μ < c - w) (hR : 0 < R) (ht : 0 < tol) (m : ℕ) (E : ι → ℝ)
    (hE : ∀ i, c - w ≤ E i ∧ E i ≤ c + w) (u : ι → ℂ) (hu : ampNorm u ≤ R)
    (hm : Real.log (2 * R / tol) / arcosh ((c - μ) / w) ≤ m) :
    ampNorm (fun i => (chebFilter c w μ m (E i) : ℂ) * u i) ≤ tol := by
  have hx : 1 < (c - μ) / w := (one_lt_div hw).2 (by linarith)
  have hT : 0 < cheb m ((c - μ) / w) := by
    rw [← cosh_arcosh hx.le, cheb_cosh]
    exact Real.cosh_pos _
  exact (filtered_norm_le hw hμ m E hE u).trans
    ((div_le_div_of_nonneg_right hu hT.le).trans ((degree_bracket hx hR ht m).1 hm))
```

For Chebyshev-filtered subspace iteration in electronic structure, this gives a sufficient filter degree from the window, the wanted energy $\mu$, the bound $R$ and the tolerance, assuming one wanted energy, a finite basis, known window bounds and exact arithmetic. The theorem concerns a single application of the filter; orthogonalisation and updated Ritz values are not modelled. The tolerance refers to the filtered vector before normalisation. If the trial state has amplitude $\alpha\ne0$ on the wanted eigenstate of energy $\mu$, the filter leaves $\alpha$ unchanged, and after normalisation the unwanted part has norm at most $\mathrm{tol}/|\alpha|$.

## A component at the window's edge needs the lower bound

At the lower edge, $E=c-w$, the scaled variable is $1$. Since $T_m(1)=\cosh(m\cdot0)=1$, the filter there equals $1/T_m(x)$. A component of size $R$ is thus reduced to exactly $R/T_m(x)$, and if this is at most $\mathrm{tol}$, the second half of the bracket gives $m\ge\log(R/\mathrm{tol})/\operatorname{arcosh}x$.

```lean
/-- If a component of size `R` at the lower edge of the unwanted window is filtered to at most
`tol`, the degree is at least `log(R/tol)/arcosh((c - μ)/w)`. -/
theorem edge_degree_necessary {c w μ R tol : ℝ} (hw : 0 < w) (hμ : μ < c - w)
    (hR : 0 < R) (ht : 0 < tol) (m : ℕ) (h : |chebFilter c w μ m (c - w)| * R ≤ tol) :
    Real.log (R / tol) / arcosh ((c - μ) / w) ≤ m := by
  have hx : 1 < (c - μ) / w := (one_lt_div hw).2 (by linarith)
  have hT : 0 < cheb m ((c - μ) / w) := by
    rw [← cosh_arcosh hx.le, cheb_cosh]
    exact Real.cosh_pos _
  -- at the edge the numerator of the filter is `T_m(1) = 1`
  have h1 : cheb m 1 = 1 := by
    have h0 := cheb_cosh m 0
    rwa [mul_zero, Real.cosh_zero] at h0
  have h2 : (c - (c - w)) / w = 1 := by
    rw [sub_sub_cancel, div_self hw.ne']
  rw [chebFilter, h2, h1, abs_of_pos (one_div_pos.2 hT), one_div_mul_eq_div] at h
  exact (degree_bracket hx hR ht m).2 h

end

end ChebyshevFilterDegree
```

In the proof, `h1` is $T_m(1)=1$ and `h2` is the scaled position of the edge. The lower bound does not hold for every component in the window: one at the centre, $E=c$, is removed entirely by $m=1$, because $T_1(0)=0$. At even degrees, however, $|T_m(0)|=1$, and the central component is reduced only as much as one at the edge.

```lean
#print axioms ChebyshevFilterDegree.degree_bracket
-- 'ChebyshevFilterDegree.degree_bracket' depends on axioms: [propext, Classical.choice, Quot.sound]
#print axioms ChebyshevFilterDegree.estimate_overhead
-- 'ChebyshevFilterDegree.estimate_overhead' depends on axioms: [propext, Classical.choice, Quot.sound]
#print axioms ChebyshevFilterDegree.filtered_norm_le_tol
-- 'ChebyshevFilterDegree.filtered_norm_le_tol' depends on axioms: [propext, Classical.choice, Quot.sound]
#print axioms ChebyshevFilterDegree.edge_degree_necessary
-- 'ChebyshevFilterDegree.edge_degree_necessary' depends on axioms: [propext, Classical.choice, Quot.sound]
```
